# The two-constant cubic anisotropy energy is lowest along 100, 110 or 111

Let \(m=(m_0,m_1,m_2)\) be a unit vector giving the direction of the magnetization relative to the cube edges of a crystal, and let \(K_1,K_2\) be real numbers. The cubic anisotropy energy

\[
E(m)=K_1\,(m_0^2m_1^2+m_1^2m_2^2+m_2^2m_0^2)+K_2\,m_0^2m_1^2m_2^2
\]

has the minimum \(\min(0,\;K_1/4,\;K_1/3+K_2/27)\) over all directions. The three numbers are the energies along 100, 110 and 111, so one of these axes is always easy, meaning that no direction has lower energy.

The constants \(K_1\) and \(K_2\) are phenomenological energy densities. They summarize how spin-orbit coupling ties the magnetization to the lattice, and they are taken here as given. For a uniformly magnetized cubic crystal whose anisotropy has this two-constant form, total energies computed with the magnetization along each of the three axes are therefore enough to find an easy axis.

## The energy as a weighted mean of three axis energies

Write \(x=m_0^2\), \(y=m_1^2\), \(z=m_2^2\). These are nonnegative and \(x+y+z=1\). With \(s=xy+yz+zx\) and \(p=xyz\), the energy is \(E=K_1s+K_2p\).

Along 100, \((x,y,z)=(1,0,0)\), so \(s=p=0\) and \(E=0\). Along 110, \((x,y,z)=(\tfrac12,\tfrac12,0)\), so \(s=\tfrac14\), \(p=0\) and \(E=K_1/4\). Along 111, all three squares are \(\tfrac13\), so \(s=\tfrac13\), \(p=\tfrac1{27}\) and \(E=K_1/3+K_2/27\).

Now look for weights \(w_0,w_1,w_2\) with sum one that reproduce \(s\) and \(p\) from their values on the axes:

\[
s=\frac{w_1}{4}+\frac{w_2}{3},\qquad p=\frac{w_2}{27}.
\]

The solution is

\[
w_2=27p,\qquad w_1=4(s-9p),\qquad w_0=1-4s+9p,
\]

and since \(E\) is linear in \(s\) and \(p\),

\[
E=w_0\cdot 0+w_1\,\frac{K_1}{4}+w_2\left(\frac{K_1}{3}+\frac{K_2}{27}\right).
\]

If the weights are nonnegative, this is a true weighted mean, and \(E\) cannot lie below the smallest of the three axis energies. Clearly \(w_2\ge0\). For \(w_1\), multiply \(s\) by \(x+y+z=1\) and expand:

\[
s-9p=(x+y+z)s-9p=x(y-z)^2+y(z-x)^2+z(x-y)^2\ge0.
\]

For \(w_0\), make every term cubic in the same way:

\[
\begin{aligned}
w_0&=(x+y+z)^3-4(x+y+z)s+9p\\
&=x(x-y)(x-z)+y(y-x)(y-z)+z(z-x)(z-y).
\end{aligned}
\]

Schur's inequality says that the last line is nonnegative. To see this, use the symmetry to let \(z\) be the smallest of the three. The first two terms combine, and the sum becomes

\[
(x-y)^2(x+y-z)+z(x-z)(y-z),
\]

in which every factor is nonnegative. This proves the lower bound, and the axis with the smallest energy attains it.

## Phase boundaries and the interior of the 100 phase

An axis is easy exactly when its energy does not exceed those of the other two. Clearing denominators gives these conditions:

- 100 is easy if and only if \(K_1\ge0\) and \(9K_1+K_2\ge0\).
- 110 is easy if and only if \(K_1\le0\) and \(9K_1+4K_2\ge0\).
- 111 is easy if and only if \(9K_1+K_2\le0\) and \(9K_1+4K_2\le0\).

Suppose now that \(K_1>0\) and \(9K_1+K_2>0\). Regroup the energy as

\[
E=K_1(s-9p)+(9K_1+K_2)p.
\]

Both terms are nonnegative, and an easy direction must have \(E=0\), the energy of 100. Hence \(p=0\) and then \(s=0\). All pairwise products of \(x,y,z\) vanish, so two of the squares are zero and the third is one. Conversely, any such direction has energy zero. The easy directions are thus exactly the six directions along the cube edges.

## Directions, energy and easy axes in Lean

```lean
import Mathlib

namespace CubicAnisotropy

noncomputable section
```

A direction is a function `Fin 3 → ℝ` whose squared components sum to one. The components `m 0`, `m 1` and `m 2` refer to the cube edges.

```lean
/-- The possible magnetization directions: unit vectors in three dimensions. -/
def directions : Set (Fin 3 → ℝ) := {m | m 0 ^ 2 + m 1 ^ 2 + m 2 ^ 2 = 1}
```

The invariants \(s\) and \(p\) are functions of the direction.

```lean
/-- The quartic cubic invariant `a²b² + b²c² + c²a²` of a vector with components `a`, `b`, `c`. -/
def quartic (m : Fin 3 → ℝ) : ℝ :=
  m 0 ^ 2 * m 1 ^ 2 + m 1 ^ 2 * m 2 ^ 2 + m 2 ^ 2 * m 0 ^ 2

/-- The sextic cubic invariant `a²b²c²` of a vector with components `a`, `b`, `c`. -/
def sextic (m : Fin 3 → ℝ) : ℝ := m 0 ^ 2 * m 1 ^ 2 * m 2 ^ 2
```

The energy contains no isotropic constant, which fixes its zero at the 100 axis. It also contains no applied field, shape or magnetoelastic term, and no anisotropy beyond sixth order. In the cubic crystal classes \(23\) and \(m\bar3\), symmetry allows one more sixth-order term, proportional to \((m_0^2-m_1^2)(m_1^2-m_2^2)(m_2^2-m_0^2)\), which is left out here.

```lean
/-- The cubic anisotropy energy with constants `K1` and `K2`. -/
def anisotropy (K1 K2 : ℝ) (m : Fin 3 → ℝ) : ℝ := K1 * quartic m + K2 * sextic m
```

One unit vector represents each family of symmetry axes. The energy depends only on the squared components and is symmetric in them, so the other members of a family have the same energy.

```lean
/-- The unit vector along the cube edge 100. -/
def axis100 : Fin 3 → ℝ := ![1, 0, 0]

/-- The unit vector along the face diagonal 110. -/
def axis110 : Fin 3 → ℝ := ![√(1 / 2), √(1 / 2), 0]

/-- The unit vector along the body diagonal 111. -/
def axis111 : Fin 3 → ℝ := ![√(1 / 3), √(1 / 3), √(1 / 3)]
```

The predicate `IsEasyAxis` requires a unit vector with globally lowest energy. Ties are allowed, so several axes can be easy at once, and a merely local minimum does not qualify.

```lean
/-- An easy axis is a direction whose anisotropy energy is lowest among all directions. -/
def IsEasyAxis (K1 K2 : ℝ) (n : Fin 3 → ℝ) : Prop :=
  n ∈ directions ∧ ∀ m ∈ directions, anisotropy K1 K2 n ≤ anisotropy K1 K2 m
```

The model could also have been built on the squares \((x,y,z)\), as points of the triangle \(x,y,z\ge0\), \(x+y+z=1\). The square roots in the axes would disappear and the minimum would be the same, but a point of the triangle would stand for up to eight directions differing in sign, and a statement about easy directions would have to be translated back.

## The three axes and their energies

Both lemmas evaluate the definitions at the axes, using \(\sqrt{1/2}^{\,2}=1/2\) and \(\sqrt{1/3}^{\,2}=1/3\).

```lean
/-- The three symmetry axes are unit vectors. -/
theorem axes_mem : axis100 ∈ directions ∧ axis110 ∈ directions ∧ axis111 ∈ directions := by
  have h2 : √(1 / 2 : ℝ) ^ 2 = 1 / 2 := Real.sq_sqrt (by norm_num)
  have h3 : √(1 / 3 : ℝ) ^ 2 = 1 / 3 := Real.sq_sqrt (by norm_num)
  refine ⟨?_, ?_, ?_⟩
  · show (1 : ℝ) ^ 2 + 0 ^ 2 + 0 ^ 2 = 1
    norm_num
  · show √(1 / 2 : ℝ) ^ 2 + √(1 / 2 : ℝ) ^ 2 + 0 ^ 2 = 1
    rw [h2]; norm_num
  · show √(1 / 3 : ℝ) ^ 2 + √(1 / 3 : ℝ) ^ 2 + √(1 / 3 : ℝ) ^ 2 = 1
    rw [h3]; norm_num

/-- The anisotropy energies along 100, 110 and 111 are `0`, `K1/4` and `K1/3 + K2/27`. -/
theorem anisotropy_axes (K1 K2 : ℝ) :
    anisotropy K1 K2 axis100 = 0 ∧ anisotropy K1 K2 axis110 = K1 / 4 ∧
      anisotropy K1 K2 axis111 = K1 / 3 + K2 / 27 := by
  have h2 : √(1 / 2 : ℝ) ^ 2 = 1 / 2 := Real.sq_sqrt (by norm_num)
  have h3 : √(1 / 3 : ℝ) ^ 2 = 1 / 3 := Real.sq_sqrt (by norm_num)
  refine ⟨?_, ?_, ?_⟩
  · show K1 * ((1 : ℝ) ^ 2 * 0 ^ 2 + 0 ^ 2 * 0 ^ 2 + 0 ^ 2 * 1 ^ 2)
      + K2 * ((1 : ℝ) ^ 2 * 0 ^ 2 * 0 ^ 2) = 0
    ring
  · show K1 * (√(1 / 2 : ℝ) ^ 2 * √(1 / 2 : ℝ) ^ 2 + √(1 / 2 : ℝ) ^ 2 * 0 ^ 2
      + 0 ^ 2 * √(1 / 2 : ℝ) ^ 2) + K2 * (√(1 / 2 : ℝ) ^ 2 * √(1 / 2 : ℝ) ^ 2 * 0 ^ 2) = K1 / 4
    rw [h2]; ring
  · show K1 * (√(1 / 3 : ℝ) ^ 2 * √(1 / 3 : ℝ) ^ 2 + √(1 / 3 : ℝ) ^ 2 * √(1 / 3 : ℝ) ^ 2
      + √(1 / 3 : ℝ) ^ 2 * √(1 / 3 : ℝ) ^ 2)
      + K2 * (√(1 / 3 : ℝ) ^ 2 * √(1 / 3 : ℝ) ^ 2 * √(1 / 3 : ℝ) ^ 2) = K1 / 3 + K2 / 27
    rw [h3]; ring
```

## Nonnegative weights

In `schur`, the auxiliary statement `key` is the regrouped expression above, with `w` as the smallest number. The case distinctions find which of `x`, `y`, `z` is smallest and apply `key` accordingly.

```lean
/-- Schur's inequality for three nonnegative numbers. -/
theorem schur {x y z : ℝ} (hx : 0 ≤ x) (hy : 0 ≤ y) (hz : 0 ≤ z) :
    0 ≤ x * (x - y) * (x - z) + y * (y - x) * (y - z) + z * (z - x) * (z - y) := by
  -- with the smallest number `w` singled out, both terms are nonnegative
  have key : ∀ u v w : ℝ, 0 ≤ w → w ≤ u → w ≤ v →
      0 ≤ (u - v) ^ 2 * (u + v - w) + w * (u - w) * (v - w) := by
    intro u v w hw hu hv
    exact add_nonneg (mul_nonneg (sq_nonneg _) (by linarith))
      (mul_nonneg (mul_nonneg hw (sub_nonneg.2 hu)) (sub_nonneg.2 hv))
  rcases le_total x y with h | h
  · rcases le_total x z with h' | h'
    · linarith [key y z x hx h h']
    · linarith [key x y z hz h' (h'.trans h)]
  · rcases le_total y z with h' | h'
    · linarith [key x z y hy h h']
    · linarith [key x y z hz (h'.trans h) h']
```

The next lemma proves the three weight inequalities for every direction. After the squared components have been renamed `x`, `y`, `z`, each `linear_combination` step verifies one of the cubic identities. The multiple of `hs` that it supplies accounts for the places where the hand derivation inserted factors of \(x+y+z=1\).

```lean
/-- For every direction the three weights `1 - 4s + 9p`, `4(s - 9p)` and `27p`, built from the
quartic invariant `s` and the sextic invariant `p`, are nonnegative. -/
theorem weights_nonneg {m : Fin 3 → ℝ} (hm : m ∈ directions) :
    0 ≤ 1 - 4 * quartic m + 9 * sextic m ∧ 0 ≤ 4 * (quartic m - 9 * sextic m) ∧
      0 ≤ 27 * sextic m := by
  have hs : m 0 ^ 2 + m 1 ^ 2 + m 2 ^ 2 = 1 := hm
  unfold quartic sextic
  have hx := sq_nonneg (m 0)
  have hy := sq_nonneg (m 1)
  have hz := sq_nonneg (m 2)
  generalize m 0 ^ 2 = x at *
  generalize m 1 ^ 2 = y at *
  generalize m 2 ^ 2 = z at *
  refine ⟨?_, ?_, by positivity⟩
  · have e : 1 - 4 * (x * y + y * z + z * x) + 9 * (x * y * z) =
        x * (x - y) * (x - z) + y * (y - x) * (y - z) + z * (z - x) * (z - y) := by
      linear_combination (4 * (x * y + y * z + z * x)
        - (1 + (x + y + z) + (x + y + z) ^ 2)) * hs
    rw [e]
    exact schur hx hy hz
  · have e : x * y + y * z + z * x - 9 * (x * y * z) =
        x * (y - z) ^ 2 + y * (z - x) ^ 2 + z * (x - y) ^ 2 := by
      linear_combination (-(x * y + y * z + z * x)) * hs
    rw [e]
    positivity
```

## The exact minimum

Let \(e\) be a number no larger than any of the three axis energies. The proof multiplies each difference between an axis energy and \(e\) by its weight. The three products are nonnegative and add up to \(E(m)-e\), which `linarith` uses to conclude.

```lean
/-- A number not exceeding the energies of the three symmetry axes does not exceed the energy
of any direction. -/
theorem le_anisotropy {K1 K2 e : ℝ} (h0 : e ≤ 0) (h1 : e ≤ K1 / 4)
    (h2 : e ≤ K1 / 3 + K2 / 27) {m : Fin 3 → ℝ} (hm : m ∈ directions) :
    e ≤ anisotropy K1 K2 m := by
  obtain ⟨w0, w1, w2⟩ := weights_nonneg hm
  -- the energy is the weighted mean of the three axis energies
  have a0 := mul_nonneg w0 (sub_nonneg.2 h0)
  have a1 := mul_nonneg w1 (sub_nonneg.2 h1)
  have a2 := mul_nonneg w2 (sub_nonneg.2 h2)
  unfold anisotropy
  linarith
```

The main theorem concerns `anisotropy K1 K2 '' directions`, the set of energies taken on the unit sphere. `IsLeast` says that the stated number belongs to this set and is a lower bound for it. For membership, `min_choice` identifies which entry the minimum equals, and the corresponding axis is the witness. The lower bound is the preceding lemma.

```lean
/-- The minimum of the cubic anisotropy energy over all directions is the smallest of
`0`, `K1/4` and `K1/3 + K2/27`. -/
theorem isLeast_anisotropy (K1 K2 : ℝ) :
    IsLeast (anisotropy K1 K2 '' directions)
      (min 0 (min (K1 / 4) (K1 / 3 + K2 / 27))) := by
  obtain ⟨m0, m1, m2⟩ := axes_mem
  obtain ⟨e0, e1, e2⟩ := anisotropy_axes K1 K2
  constructor
  · rcases min_choice (0 : ℝ) (min (K1 / 4) (K1 / 3 + K2 / 27)) with h | h
    · rw [h]; exact ⟨axis100, m0, e0⟩
    · rw [h]
      rcases min_choice (K1 / 4) (K1 / 3 + K2 / 27) with h' | h'
      · rw [h']; exact ⟨axis110, m1, e1⟩
      · rw [h']; exact ⟨axis111, m2, e2⟩
  · rintro _ ⟨m, hm, rfl⟩
    exact le_anisotropy (min_le_left _ _) ((min_le_right _ _).trans (min_le_left _ _))
      ((min_le_right _ _).trans (min_le_right _ _)) hm
```

## Which axis is easy

The phase diagram consists of three equivalences, valid for all real `K1` and `K2`. Inside the proof, `key` reduces easiness to a comparison with the three axis energies: one direction evaluates the definition at the axes, and the other uses `le_anisotropy`. The remaining goals are linear inequalities.

```lean
/-- The phase diagram: the exact conditions on `K1` and `K2` under which 100, 110 and 111
are easy axes. -/
theorem phase_diagram (K1 K2 : ℝ) :
    (IsEasyAxis K1 K2 axis100 ↔ 0 ≤ K1 ∧ 0 ≤ 9 * K1 + K2) ∧
    (IsEasyAxis K1 K2 axis110 ↔ K1 ≤ 0 ∧ 0 ≤ 9 * K1 + 4 * K2) ∧
    (IsEasyAxis K1 K2 axis111 ↔ 9 * K1 + K2 ≤ 0 ∧ 9 * K1 + 4 * K2 ≤ 0) := by
  obtain ⟨m0, m1, m2⟩ := axes_mem
  obtain ⟨e0, e1, e2⟩ := anisotropy_axes K1 K2
  -- a direction is easy exactly when its energy exceeds none of the three axis energies
  have key : ∀ n ∈ directions, IsEasyAxis K1 K2 n ↔ anisotropy K1 K2 n ≤ 0 ∧
      anisotropy K1 K2 n ≤ K1 / 4 ∧ anisotropy K1 K2 n ≤ K1 / 3 + K2 / 27 := by
    intro n hn
    constructor
    · intro h
      exact ⟨e0 ▸ h.2 _ m0, e1 ▸ h.2 _ m1, e2 ▸ h.2 _ m2⟩
    · rintro ⟨h0, h1, h2⟩
      exact ⟨hn, fun m hm => le_anisotropy h0 h1 h2 hm⟩
  rw [key _ m0, key _ m1, key _ m2, e0, e1, e2]
  refine ⟨⟨?_, ?_⟩, ⟨?_, ?_⟩, ⟨?_, ?_⟩⟩
  · rintro ⟨_, h1, h2⟩; constructor <;> linarith
  · rintro ⟨h1, h2⟩; refine ⟨?_, ?_, ?_⟩ <;> linarith
  · rintro ⟨h0, _, h2⟩; constructor <;> linarith
  · rintro ⟨h1, h2⟩; refine ⟨?_, ?_, ?_⟩ <;> linarith
  · rintro ⟨h0, h1, _⟩; constructor <;> linarith
  · rintro ⟨h1, h2⟩; refine ⟨?_, ?_, ?_⟩ <;> linarith
```

The three regions cover the whole plane of constants. The proof splits on the sign of \(K_1\), then on the sign of \(9K_1+K_2\) when \(K_1\ge0\) and of \(9K_1+4K_2\) when \(K_1\le0\). In each half-plane, if the first candidate fails, the conditions for 111 follow.

```lean
/-- For all anisotropy constants, at least one of 100, 110 and 111 is an easy axis. -/
theorem exists_easy_axis (K1 K2 : ℝ) :
    IsEasyAxis K1 K2 axis100 ∨ IsEasyAxis K1 K2 axis110 ∨ IsEasyAxis K1 K2 axis111 := by
  obtain ⟨p0, p1, p2⟩ := phase_diagram K1 K2
  rw [p0, p1, p2]
  rcases le_total 0 K1 with h | h
  · rcases le_total 0 (9 * K1 + K2) with h' | h'
    · exact Or.inl ⟨h, h'⟩
    · exact Or.inr (Or.inr ⟨h', by linarith⟩)
  · rcases le_total 0 (9 * K1 + 4 * K2) with h' | h'
    · exact Or.inr (Or.inl ⟨h, h'⟩)
    · exact Or.inr (Or.inr ⟨by linarith, h'⟩)
```

The last theorem characterizes all easy directions strictly inside the 100 phase. Its forward part shows by contradiction that \(p\) and then \(s\) cannot be positive, and reads off the vanishing components from the zero products. Its converse computes the energy as zero and applies the lower bound.

```lean
/-- If `K1 > 0` and `9 K1 + K2 > 0`, a direction is easy exactly when one of its components
is `1` or `-1`. -/
theorem easy_iff_cube_edge {K1 K2 : ℝ} (h1 : 0 < K1) (h2 : 0 < 9 * K1 + K2)
    {m : Fin 3 → ℝ} (hm : m ∈ directions) :
    IsEasyAxis K1 K2 m ↔ m 0 ^ 2 = 1 ∨ m 1 ^ 2 = 1 ∨ m 2 ^ 2 = 1 := by
  have hs : m 0 ^ 2 + m 1 ^ 2 + m 2 ^ 2 = 1 := hm
  have hx := sq_nonneg (m 0)
  have hy := sq_nonneg (m 1)
  have hz := sq_nonneg (m 2)
  constructor
  · intro h
    have hE := h.2 _ axes_mem.1
    rw [(anisotropy_axes K1 K2).1] at hE
    unfold anisotropy at hE
    obtain ⟨_, w1, w2⟩ := weights_nonneg hm
    -- both invariants must vanish
    have hp : sextic m ≤ 0 := by
      by_contra hc
      have a := mul_pos h2 (not_le.1 hc)
      have b := mul_nonneg h1.le w1
      linarith
    have hp0 : sextic m = 0 := by linarith
    have hq : quartic m ≤ 0 := by
      by_contra hc
      have a := mul_pos h1 (not_le.1 hc)
      rw [hp0] at hE
      linarith
    unfold quartic at hq
    have a := mul_nonneg hx hy
    have b := mul_nonneg hy hz
    have c := mul_nonneg hz hx
    have a0 : m 0 ^ 2 * m 1 ^ 2 = 0 := by linarith
    have b0 : m 1 ^ 2 * m 2 ^ 2 = 0 := by linarith
    have c0 : m 2 ^ 2 * m 0 ^ 2 = 0 := by linarith
    rcases mul_eq_zero.1 a0 with h | h
    · rcases mul_eq_zero.1 b0 with h' | h'
      · right; right; linarith
      · right; left; linarith
    · rcases mul_eq_zero.1 c0 with h' | h'
      · left; linarith
      · right; right; linarith
  · intro h
    have hE : anisotropy K1 K2 m = 0 := by
      unfold anisotropy quartic sextic
      rcases h with h | h | h
      · have a : m 1 ^ 2 = 0 := by linarith
        have b : m 2 ^ 2 = 0 := by linarith
        rw [a, b]; ring
      · have a : m 0 ^ 2 = 0 := by linarith
        have b : m 2 ^ 2 = 0 := by linarith
        rw [a, b]; ring
      · have a : m 0 ^ 2 = 0 := by linarith
        have b : m 1 ^ 2 = 0 := by linarith
        rw [a, b]; ring
    refine ⟨hm, fun n hn => ?_⟩
    rw [hE]
    exact le_anisotropy le_rfl (by linarith) (by linarith) hn

end

end CubicAnisotropy
```

The hypothesis \(K_1>0\) matters here. Take \(K_1=0\) and \(K_2=1\), so that \(9K_1+K_2>0\) still holds. The energy is then \(m_0^2m_1^2m_2^2\), which vanishes along 110 as well as along 100. The face diagonal is easy although none of its components is \(\pm1\).

```lean
#print axioms CubicAnisotropy.isLeast_anisotropy
#print axioms CubicAnisotropy.exists_easy_axis
#print axioms CubicAnisotropy.easy_iff_cube_edge
```

```
'CubicAnisotropy.isLeast_anisotropy' depends on axioms: [propext, Classical.choice, Quot.sound]
'CubicAnisotropy.exists_easy_axis' depends on axioms: [propext, Classical.choice, Quot.sound]
'CubicAnisotropy.easy_iff_cube_edge' depends on axioms: [propext, Classical.choice, Quot.sound]
```
